# Reaction of a dielectric to a multipole in a spherical cavity: the Kirkwood factors and their limit

## Cavity, source and units

An empty sphere of radius a > 0 is cut out of an infinite, homogeneous, linear dielectric. The relative permittivity is 1 inside the sphere and ε outside. Units are Gaussian, so that a unit charge in vacuum has the potential 1/r, where r is the distance from it.

A point multipole of order l = 0, 1, 2, … sits at the centre, normalised so that its own radial potential is r^(-l-1). It polarises the dielectric, and the polarised dielectric acts back on the cavity with a potential that is regular at the centre. No other field is applied, so the total potential vanishes far from the cavity. All terms share one angular function of order l, which leaves the radial potentials

inside: r^(-l-1) + B r^l

outside: C r^(-l-1)

The reaction amplitude B and the outer amplitude C are unknown. The wall r = a carries no free charge, so two conditions fix them: the potential is continuous, and so is the normal displacement, which is the permittivity times the radial derivative up to sign.

The answer is expressed by the Kirkwood factor

K_l = (ε - 1)/(ε + l/(l+1)).

It is not the Kirkwood correlation factor g of polar liquids, which describes how neighbouring dipoles are oriented relative to each other.

Continuum solvation models in electronic structure use such reaction potentials. Conductor-like models scale the response of a conductor by a single factor (ε - 1)/(ε + x) with a fixed x; for a rigid multipole at the centre of a spherical cavity, the right x is l/(l+1), which depends on the order.

## What the theorems say

In Lean, `innerPotential l B` and `outerPotential l C` are the two radial potentials as real functions of r, with `l` a natural number. The proposition `Matches ε a l B C` states the two wall conditions. It uses the actual derivatives `deriv` of these functions at `a`, so the boundary condition is not replaced by a formula computed beforehand. `kirkwoodFactor ε l` is K_l.

- `matches_iff`: for ε > 0 and a > 0, the wall conditions hold if and only if B a^(2l+1) = -K_l and C = 1 + B a^(2l+1). Hence there is exactly one pair of amplitudes for each l.
- `reaction_strictAnti_tendsto`: for ε > 1, let B_l and C_l satisfy the wall conditions for every l. Then |B_l| a^(2l+1) strictly decreases with l and tends to (ε - 1)/(ε + 1).
- `onsager_dipole`: for ε > 0 and l = 1, B = -(2(ε - 1)/(2ε + 1))/a³.
- `charge_reaction_bounds`: for ε > 1 and 0 ≤ s < a, the series with terms s^l B_l s^l converges, and its sum lies between -((ε - 1)/ε) a/(a² - s²) and -((ε - 1)/(ε + 1)) a/(a² - s²).

The dipole formula gives the reaction field on a fixed dipole. Onsager's theory of polar liquids goes on to let the dipole be polarisable and to average over its orientations, and none of that enters here.

The file treats the radial problem only. The separation into angular functions, and the reading of the last series as the potential at an off-centre charge, belong to the physics around it. The model itself has a sharp spherical wall, no ions in the surrounding medium and a source that does not respond to the reaction field.

## Two linear equations at the wall

The radial derivatives are

inside: -(l+1) r^(-l-2) + l B r^(l-1)

outside: -(l+1) C r^(-l-2)

For l = 0 the term with B is absent, since the reaction potential is then constant.

Write X = B a^(2l+1). Continuity of the potential at r = a reads

a^(-l-1) + B a^l = C a^(-l-1),

and multiplication by a^(l+1) gives

1 + X = C.

Continuity of the displacement reads

-(l+1) a^(-l-2) + l B a^(l-1) = -ε (l+1) C a^(-l-2),

and multiplication by a^(l+2) gives

-(l+1) + l X = -ε (l+1) C.

Inserting C = 1 + X and collecting the terms in X yields

(ε(l+1) + l) X = -(ε - 1)(l+1).

For ε > 0 the bracket is positive. Division by it, and then by l+1 in numerator and denominator, gives X = -K_l. Each step can be reversed because a is not zero, so the conditions and the solution are equivalent.

For l = 1 the factor is K_1 = (ε - 1)/(ε + 1/2) = 2(ε - 1)/(2ε + 1), which is the dipole result. The reaction potential B r cos θ, with θ measured from the dipole, is that of a uniform field -B along the dipole. For ε > 1 this field is parallel to the dipole.

## Dependence on the multipole order

Let ε > 1. Then K_l is positive and |B_l| a^(2l+1) = K_l. Since

l/(l+1) = 1 - 1/(l+1),

the denominator of K_l strictly increases with l, from ε at l = 0 towards ε + 1. The numerator is fixed and positive, so K_l strictly decreases towards (ε - 1)/(ε + 1), and

(ε - 1)/(ε + 1) ≤ K_l ≤ (ε - 1)/ε.

At ε = 1 all factors vanish and there is no strict decrease.

## A charge away from the centre

Place a unit charge at distance s < a from the centre. For r > s its potential is the sum over l of s^l r^(-l-1) P_l(cos θ), where P_l is the Legendre polynomial and θ is the angle from the direction of the charge. At the wall it therefore acts as a set of central multipoles with amplitudes s^l. The reaction potential inside is the sum of s^l B_l r^l P_l(cos θ). At the charge itself r = s, θ = 0 and P_l(1) = 1, so the terms are

s^l B_l s^l = -K_l (1/a)(s²/a²)^l.

Without the factors K_l this is a geometric series:

Σ_l (1/a)(s²/a²)^l = (1/a)/(1 - s²/a²) = a/(a² - s²).

The bounds on K_l hold for every term. Multiplying them by -(1/a)(s²/a²)^l reverses their order, and summation gives the stated interval.

## The central charge and a filled cavity

For l = 0 the result is B = -(1 - 1/ε)/a and C = 1/ε. The potential outside is the screened potential 1/(εr), and B is the reaction potential that enters the Born solvation energy. The off-centre formula agrees with this: at s = 0 only the term l = 0 survives, and for ε > 1 the sum equals its lower bound.

The same argument treats a cavity filled with a medium of permittivity ε_i > 0, if the source is still normalised to the potential r^(-l-1). The displacement condition then contains only the ratio ε/ε_i, which takes the place of ε in K_l. If that ratio lies between 0 and 1, the reaction changes sign, but its scaled magnitude still strictly decreases with l, because the denominator still grows while the numerator stays fixed.

## The Lean file

```lean
import Mathlib

open Filter Topology

namespace KirkwoodCavity

noncomputable section

/-- Radial potential inside the cavity, for `r ≠ 0`: a unit multipole of order `l` at the centre
plus a reaction potential of amplitude `B`. -/
def innerPotential (l : ℕ) (B r : ℝ) : ℝ := 1 / r ^ (l + 1) + B * r ^ l

/-- Radial potential in the surrounding dielectric, for `r ≠ 0`: a multipole of order `l` with
amplitude `C`. -/
def outerPotential (l : ℕ) (C r : ℝ) : ℝ := C / r ^ (l + 1)

/-- The boundary conditions at the cavity wall `r = a`: the potential is continuous, and so is the
normal displacement, with permittivity `1` inside and `ε` outside. -/
def Matches (ε a : ℝ) (l : ℕ) (B C : ℝ) : Prop :=
  innerPotential l B a = outerPotential l C a ∧
    deriv (innerPotential l B) a = ε * deriv (outerPotential l C) a

/-- The Kirkwood factor of order `l`, for `ε + l/(l+1) ≠ 0`. -/
def kirkwoodFactor (ε : ℝ) (l : ℕ) : ℝ := (ε - 1) / (ε + (l : ℝ) / (l + 1))

/-- The radial derivative of the outer potential at `r ≠ 0`. -/
theorem hasDerivAt_outer (l : ℕ) (C : ℝ) {r : ℝ} (hr : r ≠ 0) :
    HasDerivAt (outerPotential l C) (-((l + 1) * C) / r ^ (l + 2)) r := by
  have h := (hasDerivAt_const r C).fun_div (hasDerivAt_pow (l + 1) r) (pow_ne_zero _ hr)
  refine h.congr_deriv ?_
  rw [Nat.add_sub_cancel, div_eq_div_iff (pow_ne_zero _ (pow_ne_zero _ hr)) (pow_ne_zero _ hr)]
  push_cast
  ring

/-- The radial derivative of the inner potential at `r ≠ 0`. -/
theorem hasDerivAt_inner (l : ℕ) (B : ℝ) {r : ℝ} (hr : r ≠ 0) :
    HasDerivAt (innerPotential l B) (-((l + 1) * 1) / r ^ (l + 2) + l * B * r ^ l / r) r := by
  have h := (hasDerivAt_outer l 1 hr).fun_add ((hasDerivAt_pow l r).const_mul B)
  refine h.congr_deriv ?_
  congr 1
  rcases l with _ | n
  · simp
  · rw [eq_div_iff hr, Nat.add_sub_cancel]
    ring

/-- For `ε > 0` the Kirkwood factor equals `(ε-1)(l+1) / (ε(l+1) + l)`. -/
theorem kirkwoodFactor_eq {ε : ℝ} (hε : 0 < ε) (l : ℕ) :
    kirkwoodFactor ε l = (ε - 1) * (l + 1) / (ε * (l + 1) + l) := by
  have hl : (l : ℝ) + 1 ≠ 0 := by positivity
  have hD : ε * ((l : ℝ) + 1) + l ≠ 0 := by positivity
  have h : ε + (l : ℝ) / (l + 1) = (ε * (l + 1) + l) / (l + 1) := by
    rw [eq_div_iff hl, add_mul, div_mul_cancel₀ _ hl]
  rw [kirkwoodFactor, h, div_div_eq_mul_div]

/-- For `a > 0` and `ε > 0` the boundary conditions hold exactly when `B a^(2l+1)` is minus the
Kirkwood factor and `C = 1 + B a^(2l+1)`. -/
theorem matches_iff {ε a : ℝ} (hε : 0 < ε) (ha : 0 < a) (l : ℕ) (B C : ℝ) :
    Matches ε a l B C ↔
      B * a ^ (2 * l + 1) = -kirkwoodFactor ε l ∧ C = 1 + B * a ^ (2 * l + 1) := by
  have hp : a ^ (l + 1) ≠ 0 := by positivity
  have hq : a ^ (l + 2) ≠ 0 := by positivity
  have hD : ε * ((l : ℝ) + 1) + l ≠ 0 := by positivity
  -- bring both boundary conditions to a common denominator
  have e1 : 1 / a ^ (l + 1) + B * a ^ l = (1 + B * a ^ (2 * l + 1)) / a ^ (l + 1) := by
    rw [eq_div_iff hp, add_mul, div_mul_cancel₀ _ hp]
    ring
  have e2 : l * B * a ^ l / a = l * (B * a ^ (2 * l + 1)) / a ^ (l + 2) := by
    rw [div_eq_div_iff ha.ne' hq]
    ring
  have e3 : ε * (-((l + 1) * C) / a ^ (l + 2)) = -(ε * (l + 1) * C) / a ^ (l + 2) := by
    ring
  rw [Matches, (hasDerivAt_inner l B ha.ne').deriv, (hasDerivAt_outer l C ha.ne').deriv,
    innerPotential, outerPotential, e1, e2, e3, ← add_div, div_left_inj' hp, div_left_inj' hq,
    kirkwoodFactor_eq hε, ← neg_div, eq_div_iff hD]
  -- two linear equations remain
  constructor
  · rintro ⟨h1, h2⟩
    refine ⟨?_, h1.symm⟩
    rw [← h1] at h2
    linear_combination h2
  · rintro ⟨h1, h2⟩
    refine ⟨h2.symm, ?_⟩
    rw [h2]
    linear_combination h1

/-- For `ε > 1` every Kirkwood factor lies between `(ε-1)/(ε+1)` and `(ε-1)/ε`. -/
theorem kirkwoodFactor_bounds {ε : ℝ} (hε : 1 < ε) (l : ℕ) :
    (ε - 1) / (ε + 1) ≤ kirkwoodFactor ε l ∧ kirkwoodFactor ε l ≤ (ε - 1) / ε := by
  have h0 : 0 < ε := by linarith
  have hD : 0 < ε * ((l : ℝ) + 1) + l := by positivity
  have hl : 0 ≤ (ε - 1) * (l : ℝ) := mul_nonneg (by linarith) (Nat.cast_nonneg l)
  rw [kirkwoodFactor_eq h0]
  constructor
  · rw [div_le_div_iff₀ (by linarith) hD]
    nlinarith
  · rw [div_le_div_iff₀ hD h0]
    nlinarith

/-- In a cavity of radius `a > 0` in a dielectric with `ε > 1`, the magnitude `|B| a^(2l+1)` of the
reaction amplitude strictly decreases with the multipole order `l` and tends to
`(ε-1)/(ε+1)`. -/
theorem reaction_strictAnti_tendsto {ε a : ℝ} (hε : 1 < ε) (ha : 0 < a) {B C : ℕ → ℝ}
    (h : ∀ l, Matches ε a l (B l) (C l)) :
    StrictAnti (fun l => |B l| * a ^ (2 * l + 1)) ∧
      Tendsto (fun l => |B l| * a ^ (2 * l + 1)) atTop (𝓝 ((ε - 1) / (ε + 1))) := by
  have h0 : 0 < ε := by linarith
  have hB : (fun l => |B l| * a ^ (2 * l + 1)) = kirkwoodFactor ε := by
    funext l
    have hk : 0 ≤ kirkwoodFactor ε l :=
      le_trans (div_nonneg (by linarith) (by linarith)) (kirkwoodFactor_bounds hε l).1
    have hpow : 0 < a ^ (2 * l + 1) := by positivity
    rw [← abs_of_pos hpow, ← abs_mul,
      ((matches_iff h0 ha l _ _).1 (h l)).1, abs_neg, abs_of_nonneg hk]
  rw [hB]
  constructor
  · refine strictAnti_nat_of_succ_lt fun l => ?_
    rw [kirkwoodFactor_eq h0, kirkwoodFactor_eq h0, div_lt_div_iff₀ (by positivity) (by positivity)]
    push_cast
    nlinarith
  · have hlim := tendsto_natCast_div_add_atTop (1 : ℝ)
    exact tendsto_const_nhds.div (tendsto_const_nhds.add hlim) (by linarith)

/-- For a unit dipole at the centre of a cavity of radius `a > 0` and `ε > 0`, the amplitude of the
reaction potential is `-2(ε-1) / ((2ε+1) a³)`, which is minus the Onsager reaction field
coefficient. -/
theorem onsager_dipole {ε a B C : ℝ} (hε : 0 < ε) (ha : 0 < a) (h : Matches ε a 1 B C) :
    B = -(2 * (ε - 1) / (2 * ε + 1)) / a ^ 3 := by
  have hk : kirkwoodFactor ε 1 = 2 * (ε - 1) / (2 * ε + 1) := by
    rw [kirkwoodFactor_eq hε]
    push_cast
    congr 1 <;> ring
  rw [eq_div_iff (pow_ne_zero 3 ha.ne'), ← hk]
  exact ((matches_iff hε ha 1 B C).1 h).1

/-- A unit charge at distance `s < a` from the centre has multipole amplitudes `s^l`. For `ε > 1`
the series for the reaction potential at its own position converges, and its sum lies between
`-(ε-1)/ε` and `-(ε-1)/(ε+1)` times `a/(a²-s²)`. -/
theorem charge_reaction_bounds {ε a s : ℝ} (hε : 1 < ε) (hs : 0 ≤ s) (hsa : s < a)
    {B C : ℕ → ℝ} (h : ∀ l, Matches ε a l (B l) (C l)) :
    Summable (fun l => s ^ l * B l * s ^ l) ∧
      -((ε - 1) / ε) * (a / (a ^ 2 - s ^ 2)) ≤ ∑' l, s ^ l * B l * s ^ l ∧
      ∑' l, s ^ l * B l * s ^ l ≤ -((ε - 1) / (ε + 1)) * (a / (a ^ 2 - s ^ 2)) := by
  have h0 : 0 < ε := by linarith
  have ha : 0 < a := by linarith
  have ha2 : a ^ 2 ≠ 0 := by positivity
  have hd : 0 < a ^ 2 - s ^ 2 := by nlinarith
  -- the geometric series of a perfectly reflected charge
  have hx : s ^ 2 / a ^ 2 < 1 := by
    rw [div_lt_one (by positivity)]
    linarith
  have hg := (hasSum_geometric_of_lt_one (by positivity) hx).mul_left (1 / a)
  have hsum : 1 / a * (1 - s ^ 2 / a ^ 2)⁻¹ = a / (a ^ 2 - s ^ 2) := by
    have h1 : 1 - s ^ 2 / a ^ 2 = (a ^ 2 - s ^ 2) / a ^ 2 := by rw [sub_div, div_self ha2]
    rw [h1, inv_div, div_mul_div_comm, div_eq_div_iff (mul_pos ha hd).ne' hd.ne']
    ring
  rw [hsum] at hg
  have hpos : ∀ l : ℕ, 0 ≤ 1 / a * (s ^ 2 / a ^ 2) ^ l := fun l => by positivity
  -- each multipole is reflected with its Kirkwood factor
  have hterm : ∀ l, s ^ l * B l * s ^ l =
      -kirkwoodFactor ε l * (1 / a * (s ^ 2 / a ^ 2) ^ l) := by
    intro l
    have hb : B l = -kirkwoodFactor ε l / a ^ (2 * l + 1) :=
      (eq_div_iff (by positivity)).2 ((matches_iff h0 ha l _ _).1 (h l)).1
    have hA : a ^ (2 * l + 1) = a * (a ^ 2) ^ l := by
      rw [pow_succ, pow_mul, mul_comm]
    have hS : (s ^ 2) ^ l = s ^ l * s ^ l := by
      rw [pow_two, mul_pow]
    rw [hb, hA, div_pow, hS]
    ring
  have hlow : ∀ l, -((ε - 1) / ε) * (1 / a * (s ^ 2 / a ^ 2) ^ l) ≤ s ^ l * B l * s ^ l := by
    intro l
    rw [hterm]
    exact mul_le_mul_of_nonneg_right (neg_le_neg (kirkwoodFactor_bounds hε l).2) (hpos l)
  have hupp : ∀ l, s ^ l * B l * s ^ l ≤
      -((ε - 1) / (ε + 1)) * (1 / a * (s ^ 2 / a ^ 2) ^ l) := by
    intro l
    rw [hterm]
    exact mul_le_mul_of_nonneg_right (neg_le_neg (kirkwoodFactor_bounds hε l).1) (hpos l)
  have hL := hg.mul_left (-((ε - 1) / ε))
  have hU := hg.mul_left (-((ε - 1) / (ε + 1)))
  have hS : Summable (fun l => s ^ l * B l * s ^ l) := by
    have hdiff := Summable.of_nonneg_of_le (fun l => sub_nonneg.2 (hlow l))
      (fun l => sub_le_sub_right (hupp l) _) (hU.summable.sub hL.summable)
    exact (hdiff.add hL.summable).congr fun l => by ring
  exact ⟨hS, hasSum_le hlow hL hS.hasSum, hasSum_le hupp hS.hasSum hU⟩

end

end KirkwoodCavity
```

```lean
#print axioms KirkwoodCavity.reaction_strictAnti_tendsto
#print axioms KirkwoodCavity.onsager_dipole
#print axioms KirkwoodCavity.charge_reaction_bounds
```

```
'KirkwoodCavity.reaction_strictAnti_tendsto' depends on axioms: [propext, Classical.choice, Quot.sound]
'KirkwoodCavity.onsager_dipole' depends on axioms: [propext, Classical.choice, Quot.sound]
'KirkwoodCavity.charge_reaction_bounds' depends on axioms: [propext, Classical.choice, Quot.sound]
```

## How Lean solves the wall conditions

`hasDerivAt_outer` differentiates the outer potential by the quotient rule. `hasDerivAt_inner` reuses it with C = 1 for the source term and adds the derivative of B r^l. It writes that derivative as `l * B * r ^ l / r`, which avoids the exponent l - 1 in the natural numbers; the proof treats l = 0 and l = n + 1 separately.

`kirkwoodFactor_eq` multiplies numerator and denominator of K_l by l + 1. The later algebraic steps use this form because its denominator, ε(l+1) + l, contains no inner fraction; the limit is taken in the original form.

In `matches_iff`, the equations `e1`, `e2` and `e3` put both sides of each wall condition over a common power of a. The rewriting with `div_left_inj'` then cancels these powers, which is the multiplication by a^(l+1) and a^(l+2) above. What remains are the two linear equations in X and C. In each direction C is eliminated by substitution, and `linear_combination` confirms that the remaining equation is the required one.

## How Lean obtains the order dependence and the series bounds

`kirkwoodFactor_bounds` clears the positive denominators and leaves polynomial inequalities to `nlinarith`. For the upper bound the difference of the two sides is (ε - 1) l, whose sign is supplied as `hl`.

In `reaction_strictAnti_tendsto`, the step `hB` identifies the sequence |B_l| a^(2l+1) with `kirkwoodFactor ε`, using `matches_iff` and the positivity of K_l. By `strictAnti_nat_of_succ_lt` it is enough to compare neighbouring orders. After cross-multiplication the two sides differ by

(ε - 1)((l+1)² - l(l+2)) = ε - 1 > 0.

The limit follows from that of l/(l+1), supplied by `tendsto_natCast_div_add_atTop`, and the continuity of addition and division.

`onsager_dipole` evaluates the factor at l = 1 and reads B off from `matches_iff`.

In `charge_reaction_bounds`, `hg` is the geometric series and `hsum` rewrites its value as a/(a² - s²). `hterm` expresses each reaction term through K_l, and `hlow` and `hupp` enclose it between multiples of the geometric term. Convergence comes from a comparison: the reaction term minus its lower bound is non-negative and at most the difference of the two bounds, which is summable. Adding the lower series back gives `hS`. This has to be established separately, because Lean's `∑'` has the value 0 for a series that is not summable. Finally, `hasSum_le` carries the termwise inequalities over to the sums.
